# Under proper axis reversals, the sign of $G_{01}G_{02}G_{12}$ decides the Niggli sign type of a real symmetric $3\times3$ metric

Take three basis vectors $a_0,a_1,a_2$ with scalar products $G_{ij}=a_i\cdot a_j$, and reverse $a_1$ and $a_2$. For example,

$$
\begin{pmatrix}4&-1&-2\\-1&5&1\\-2&1&6\end{pmatrix}
\;\longrightarrow\;
\begin{pmatrix}4&1&2\\1&5&1\\2&1&6\end{pmatrix}.
$$

The entries $G_{01}$ and $G_{02}$ each contain one reversed vector and change sign. The entry $G_{12}$ contains two and stays. All off-diagonal entries are now positive. Had the original $G_{01},G_{02},G_{12}$ been $1,2,-1$, with product $-2$, the same reversal would have given $-1,-2,-1$, all negative.

## Two signs change at a time

Let $G$ be a real symmetric $3\times3$ matrix and $p=G_{01}G_{02}G_{12}$. Let $S=\mathrm{diag}(s_0,s_1,s_2)$ with $s_i=\pm1$ and $\det S=1$. The claim is that some such $S$ makes all off-diagonal entries of $SGS$ positive exactly when $p>0$, and some such $S$ makes them all nonpositive exactly when $p\le0$. If $p\neq0$, this $S$ is unique.

The entries are $(SGS)_{ij}=s_iG_{ij}s_j$. Since $s_0s_1s_2=1$ and $s_k^2=1$, we have $s_is_j=s_k$ for distinct $i,j,k$. Hence

$$
G_{01}\to s_2G_{01},\qquad G_{02}\to s_1G_{02},\qquad G_{12}\to s_0G_{12},
$$

and $p\to s_0s_1s_2\,p=p$. Apart from the identity, the allowed $S$ reverse two axes, so they change the signs of any chosen two of the three entries.

- **$p>0$.** Either all three entries are positive, or exactly two are negative. Change those two.
- **$p\le0$.** If some entry is positive, the other two have product $\le0$, so one of them is $\ge0$ and the other $\le0$. Change the positive entry and the one just found to be $\ge0$; the entry left alone is $\le0$. If no entry is positive, take $S=1$.

Conversely, three positive entries have a positive product and three nonpositive entries a nonpositive one, and $p$ is invariant. If $p\ne0$, each entry is nonzero, so its required sign fixes the factor $s_k$ that multiplies it.

## Metric, sign changes and types in Lean

Lean counts the axes from 0, so the `g12 g13 g23` of the comments is $G_{01}G_{02}G_{12}$. The transformed metric is the matrix product $SGS$.

```lean
import Mathlib

noncomputable section

namespace NiggliTypes

/-- The metric `S G S` after the basis vectors are multiplied by the factors `s i`,
where `S` is the diagonal matrix of these factors. -/
def flipAxes (s : Fin 3 → ℝ) (G : Matrix (Fin 3) (Fin 3) ℝ) : Matrix (Fin 3) (Fin 3) ℝ :=
  Matrix.diagonal s * G * Matrix.diagonal s
```

The determinant condition preserves the handedness of the basis.

```lean
/-- A proper sign change: every factor is `1` or `-1`, and the diagonal matrix of the
factors has determinant `1`. -/
def IsProper (s : Fin 3 → ℝ) : Prop :=
  (∀ i, s i = 1 ∨ s i = -1) ∧ (Matrix.diagonal s).det = 1
```

The two types are sign conditions only. The inequalities on lengths and angles that complete a Niggli reduction are not imposed, and $G$ need not be positive definite.

```lean
/-- Type I: all off-diagonal entries of the metric are positive. -/
def IsTypeI (G : Matrix (Fin 3) (Fin 3) ℝ) : Prop := ∀ i j, i ≠ j → 0 < G i j

/-- Type II: all off-diagonal entries of the metric are zero or negative. -/
def IsTypeII (G : Matrix (Fin 3) (Fin 3) ℝ) : Prop := ∀ i j, i ≠ j → G i j ≤ 0

/-- The product `g12 g13 g23` of the three entries above the diagonal. -/
def offProduct (G : Matrix (Fin 3) (Fin 3) ℝ) : ℝ := G 0 1 * G 0 2 * G 1 2
```

## What a reversal does to the entries

The entry formula comes first. The lemma after it confirms the physical reading: for a table of scalar products, $SGS$ is the table for the vectors $s_ia_i$.

```lean
/-- Each entry of the metric is multiplied by the factors of its two basis vectors. -/
theorem flipAxes_apply (s : Fin 3 → ℝ) (G : Matrix (Fin 3) (Fin 3) ℝ) (i j : Fin 3) :
    flipAxes s G i j = s i * G i j * s j := by
  rw [flipAxes, Matrix.mul_diagonal, Matrix.diagonal_mul]

/-- If `G` is the table of scalar products of the vectors `a i`, then `S G S` is the table
of scalar products of the vectors `s i • a i`. -/
theorem flipAxes_gram {V : Type*} [NormedAddCommGroup V] [InnerProductSpace ℝ V]
    (s : Fin 3 → ℝ) (a : Fin 3 → V) :
    flipAxes s (Matrix.of fun i j => inner ℝ (a i) (a j)) =
      Matrix.of fun i j => inner ℝ (s i • a i) (s j • a j) := by
  ext i j
  simp only [flipAxes_apply, Matrix.of_apply, real_inner_smul_left, real_inner_smul_right]
  ring
```

To list the proper sign changes, the proof runs through all eight sign patterns, and the determinant rejects four.

```lean
/-- There are exactly four proper sign changes: the identity and the three that reverse
two of the basis vectors. -/
theorem isProper_iff {s : Fin 3 → ℝ} :
    IsProper s ↔ s = ![1, 1, 1] ∨ s = ![1, -1, -1] ∨ s = ![-1, 1, -1] ∨ s = ![-1, -1, 1] := by
  constructor
  · rintro ⟨h, hd⟩
    rw [Matrix.det_diagonal, Fin.prod_univ_three] at hd
    have hs : s = ![s 0, s 1, s 2] := by
      ext i
      fin_cases i <;> rfl
    rw [hs]
    -- of the eight sign patterns, four have determinant -1
    rcases h 0 with h0 | h0 <;> rcases h 1 with h1 | h1 <;> rcases h 2 with h2 | h2 <;>
      rw [h0, h1, h2] at hd ⊢ <;> revert hd <;> norm_num
  · rintro (rfl | rfl | rfl | rfl) <;>
      exact ⟨fun i => by fin_cases i <;> simp,
        by simp [Matrix.det_diagonal, Fin.prod_univ_three]⟩
```

Checking the four survivors gives the rule $s_is_j=s_k$ in action.

```lean
/-- Under a proper sign change, each entry above the diagonal is multiplied by the sign of the third
basis vector, the one that does not occur in it. -/
theorem flipAxes_third_axis {s : Fin 3 → ℝ} (hs : IsProper s)
    (G : Matrix (Fin 3) (Fin 3) ℝ) :
    flipAxes s G 0 1 = s 2 * G 0 1 ∧ flipAxes s G 0 2 = s 1 * G 0 2 ∧
      flipAxes s G 1 2 = s 0 * G 1 2 := by
  rcases isProper_iff.1 hs with rfl | rfl | rfl | rfl <;> simp [flipAxes_apply]
```

Invariance of $p$ needs only $s_i=\pm1$, because each factor occurs twice.

```lean
/-- The product `g12 g13 g23` does not change when any of the basis vectors are reversed. -/
theorem offProduct_flipAxes {s : Fin 3 → ℝ} (hs : ∀ i, s i = 1 ∨ s i = -1)
    (G : Matrix (Fin 3) (Fin 3) ℝ) : offProduct (flipAxes s G) = offProduct G := by
  have hsq : ∀ i, s i ^ 2 = 1 := fun i => by rcases hs i with h | h <;> rw [h] <;> norm_num
  simp only [offProduct, flipAxes_apply]
  -- every sign occurs twice in the product
  calc s 0 * G 0 1 * s 1 * (s 0 * G 0 2 * s 2) * (s 1 * G 1 2 * s 2)
      = s 0 ^ 2 * s 1 ^ 2 * s 2 ^ 2 * (G 0 1 * G 0 2 * G 1 2) := by ring
    _ = G 0 1 * G 0 2 * G 1 2 := by rw [hsq, hsq, hsq]; ring
```

Symmetry of $G$ carries a condition from the upper triangle to the lower.

```lean
/-- For a symmetric metric `G`, a condition holds for all off-diagonal entries of `S G S`
as soon as it holds for the three entries above the diagonal. -/
theorem offDiag_of_upper {G : Matrix (Fin 3) (Fin 3) ℝ} (hG : G.IsSymm) (s : Fin 3 → ℝ)
    (P : ℝ → Prop) (h : P (flipAxes s G 0 1) ∧ P (flipAxes s G 0 2) ∧ P (flipAxes s G 1 2)) :
    ∀ i j, i ≠ j → P (flipAxes s G i j) := by
  have hsym : ∀ i j, flipAxes s G j i = flipAxes s G i j := fun i j => by
    rw [flipAxes_apply, flipAxes_apply, hG.apply i j]
    ring
  obtain ⟨h01, h02, h12⟩ := h
  have h10 : P (flipAxes s G 1 0) := by rw [hsym 0 1]; exact h01
  have h20 : P (flipAxes s G 2 0) := by rw [hsym 0 2]; exact h02
  have h21 : P (flipAxes s G 2 1) := by rw [hsym 1 2]; exact h12
  intro i j hij
  fin_cases i <;> fin_cases j
  exacts [absurd rfl hij, h01, h02, h10, absurd rfl hij, h12, h20, h21, absurd rfl hij]
```

## Existence, exclusion and uniqueness

The lemmas `mul_pos_iff` and `mul_nonpos_iff`, with their companions, split the sign of the product into signs of the entries. Each branch then names its sign change. In the second half the inequalities are weak, so zero entries need no separate case.

```lean
/-- The two Niggli types: for a real symmetric metric, some proper sign change makes all
off-diagonal entries positive if `g12 g13 g23 > 0`, and all nonpositive otherwise. -/
theorem exists_niggli_type {G : Matrix (Fin 3) (Fin 3) ℝ} (hG : G.IsSymm) :
    (0 < offProduct G → ∃ s, IsProper s ∧ IsTypeI (flipAxes s G)) ∧
      (offProduct G ≤ 0 → ∃ s, IsProper s ∧ IsTypeII (flipAxes s G)) := by
  constructor
  · intro h
    -- either no entry or exactly two entries are negative
    have key : ∃ s, IsProper s ∧ 0 < flipAxes s G 0 1 ∧ 0 < flipAxes s G 0 2 ∧
        0 < flipAxes s G 1 2 := by
      rcases mul_pos_iff.1 h with ⟨hab, hc⟩ | ⟨hab, hc⟩
      · rcases mul_pos_iff.1 hab with ⟨ha, hb⟩ | ⟨ha, hb⟩
        · exact ⟨![1, 1, 1], isProper_iff.2 (by simp), by simp [flipAxes_apply, ha, hb, hc]⟩
        · exact ⟨![1, -1, -1], isProper_iff.2 (by simp), by simp [flipAxes_apply, ha, hb, hc]⟩
      · rcases mul_neg_iff.1 hab with ⟨ha, hb⟩ | ⟨ha, hb⟩
        · exact ⟨![-1, -1, 1], isProper_iff.2 (by simp), by simp [flipAxes_apply, ha, hb, hc]⟩
        · exact ⟨![-1, 1, -1], isProper_iff.2 (by simp), by simp [flipAxes_apply, ha, hb, hc]⟩
    obtain ⟨s, hs, hpos⟩ := key
    exact ⟨s, hs, offDiag_of_upper hG s (fun x => 0 < x) hpos⟩
  · intro h
    -- the identity or a reversal of two axes makes all three entries nonpositive
    have key : ∃ s, IsProper s ∧ flipAxes s G 0 1 ≤ 0 ∧ flipAxes s G 0 2 ≤ 0 ∧
        flipAxes s G 1 2 ≤ 0 := by
      rcases mul_nonpos_iff.1 h with ⟨hab, hc⟩ | ⟨hab, hc⟩
      · rcases mul_nonneg_iff.1 hab with ⟨ha, hb⟩ | ⟨ha, hb⟩
        · exact ⟨![1, -1, -1], isProper_iff.2 (by simp), by simp [flipAxes_apply, ha, hb, hc]⟩
        · exact ⟨![1, 1, 1], isProper_iff.2 (by simp), by simp [flipAxes_apply, ha, hb, hc]⟩
      · rcases mul_nonpos_iff.1 hab with ⟨ha, hb⟩ | ⟨ha, hb⟩
        · exact ⟨![-1, 1, -1], isProper_iff.2 (by simp), by simp [flipAxes_apply, ha, hb, hc]⟩
        · exact ⟨![-1, -1, 1], isProper_iff.2 (by simp), by simp [flipAxes_apply, ha, hb, hc]⟩
    obtain ⟨s, hs, hneg⟩ := key
    exact ⟨s, hs, offDiag_of_upper hG s (fun x => x ≤ 0) hneg⟩
```

The next theorem adds the converse by invariance of $p$. Since $p>0$ and $p\le0$ exclude each other, no metric can reach both types. For codes that standardise crystal cells, this settles which of the two sign types three given axes can reach, but not the choice of those axes.

```lean
/-- For a real symmetric metric, type I can be reached by a proper sign change exactly when
`g12 g13 g23 > 0`, and type II exactly when `g12 g13 g23 ≤ 0`. -/
theorem niggli_type_iff {G : Matrix (Fin 3) (Fin 3) ℝ} (hG : G.IsSymm) :
    ((∃ s, IsProper s ∧ IsTypeI (flipAxes s G)) ↔ 0 < offProduct G) ∧
      ((∃ s, IsProper s ∧ IsTypeII (flipAxes s G)) ↔ offProduct G ≤ 0) := by
  refine ⟨⟨?_, (exists_niggli_type hG).1⟩, ⟨?_, (exists_niggli_type hG).2⟩⟩
  · rintro ⟨s, hs, h⟩
    rw [← offProduct_flipAxes hs.1 G]
    exact mul_pos (mul_pos (h 0 1 (by decide)) (h 0 2 (by decide))) (h 1 2 (by decide))
  · rintro ⟨s, hs, h⟩
    rw [← offProduct_flipAxes hs.1 G]
    exact mul_nonpos_iff.2 (Or.inl
      ⟨mul_nonneg_iff.2 (Or.inr ⟨h 0 1 (by decide), h 0 2 (by decide)⟩), h 1 2 (by decide)⟩)
```

Uniqueness is stated for two sign changes that reach the same type. In the proof, `same` says that corresponding entries agree in being positive or not, and `sign` deduces equal factors from a nonzero entry. The hypothesis $p\neq0$ is sufficient but not necessary: two nonzero entries above the diagonal fix two of the factors, and $\det S=1$ fixes the third. If only one of the three is nonzero, two sign changes reach type II, and for a diagonal $G$ all four do.

```lean
/-- If `g12 g13 g23` is not zero, two proper sign changes that bring the metric to the same
type are equal. -/
theorem sign_change_unique {G : Matrix (Fin 3) (Fin 3) ℝ} (hp : offProduct G ≠ 0)
    {s t : Fin 3 → ℝ} (hs : IsProper s) (ht : IsProper t)
    (h : (IsTypeI (flipAxes s G) ∧ IsTypeI (flipAxes t G)) ∨
      (IsTypeII (flipAxes s G) ∧ IsTypeII (flipAxes t G))) : s = t := by
  have same : ∀ i j, i ≠ j → (0 < flipAxes s G i j ↔ 0 < flipAxes t G i j) := by
    intro i j hij
    rcases h with ⟨a, b⟩ | ⟨a, b⟩
    · exact iff_of_true (a i j hij) (b i j hij)
    · exact iff_of_false (not_lt_of_ge (a i j hij)) (not_lt_of_ge (b i j hij))
  -- a nonzero entry determines the sign of the third axis
  have sign : ∀ (k : Fin 3) (g : ℝ), g ≠ 0 → (0 < s k * g ↔ 0 < t k * g) → s k = t k := by
    intro k g hg hiff
    rcases hs.1 k with h1 | h1 <;> rcases ht.1 k with h2 | h2 <;> rw [h1, h2] at hiff ⊢
    all_goals
      exfalso
      rcases lt_or_gt_of_ne hg with hlt | hgt <;> grind
  obtain ⟨s01, s02, s12⟩ := flipAxes_third_axis hs G
  obtain ⟨t01, t02, t12⟩ := flipAxes_third_axis ht G
  have g01 : G 0 1 ≠ 0 := fun h0 => hp (by simp [offProduct, h0])
  have g02 : G 0 2 ≠ 0 := fun h0 => hp (by simp [offProduct, h0])
  have g12 : G 1 2 ≠ 0 := fun h0 => hp (by simp [offProduct, h0])
  have e0 := sign 0 _ g12 (by rw [← s12, ← t12]; exact same 1 2 (by decide))
  have e1 := sign 1 _ g02 (by rw [← s02, ← t02]; exact same 0 2 (by decide))
  have e2 := sign 2 _ g01 (by rw [← s01, ← t01]; exact same 0 1 (by decide))
  ext i
  fin_cases i
  exacts [e0, e1, e2]

end NiggliTypes
```

```lean
#print axioms NiggliTypes.flipAxes_gram
#print axioms NiggliTypes.niggli_type_iff
#print axioms NiggliTypes.sign_change_unique
```

```
'NiggliTypes.flipAxes_gram' depends on axioms: [propext, Classical.choice, Quot.sound]
'NiggliTypes.niggli_type_iff' depends on axioms: [propext, Classical.choice, Quot.sound]
'NiggliTypes.sign_change_unique' depends on axioms: [propext, Classical.choice, Quot.sound]
```
